# Force noise of norm at most ε shifts a stationary point by at most ε/k on an energy surface of stiffness k > 0

Let E be an energy whose slope grows everywhere at least as fast as that of a spring with force constant k > 0, and let e be a differentiable error energy whose derivative has norm at most ε. If x is a stationary point of E and y one of E + e, then

‖x − y‖ ≤ ε/k and 0 ≤ E(y) − E(x) ≤ ε²/(2k).

A one-dimensional spring under a constant noise force attains both upper bounds. On a harmonic surface with positive force constants each mode is displaced by the noise force along it divided by its own force constant, so equal noise forces displace the softest mode most.

## The grid error as an extra force

In density functional calculations with Gaussian basis functions, the exchange-correlation energy is usually integrated on a finite grid. Take E to be the energy with that integral done exactly, as a function of the geometry, and E + e the energy on the grid. An optimizer working with the gradient of E + e looks for a point y where this gradient vanishes, while the wanted geometry is x.

The constant k is a lower bound on the curvature of the exact surface, and ε is an upper bound on the force that the grid error exerts. For a grid-based optimization on a surface that is stiff everywhere, the bounds turn a tolerance on the force noise into tolerances on the geometry and on the exact energy at that geometry. The energy reported on the grid is E(y) + e(y), and the bounds do not limit e(y).

## What the definitions fix

Geometries are elements of a real normed space `V`, of any dimension. The derivative DE(x) is a linear form: DE(x)(v) is the slope of E at x along v. On the real line it is E′(x)v.

- `IsStationary E x` says that the derivative of E at x exists and is zero. Minima, saddle points and maxima all qualify.
- `Stiff k E` says that E is differentiable and that, for all x and y, k‖x − y‖² ≤ DE(x)(x − y) − DE(y)(x − y). On the real line this reads (E′(x) − E′(y))(x − y) ≥ k(x − y)².
- `ForceNoise ε e` says that e is differentiable and ‖De(x)‖ ≤ ε everywhere. In a Euclidean space this norm is the length of the whole gradient vector, so a bound δ on each of n components gives ε = √n δ.

Three idealisations matter in practice. Stiffness is required on the whole space, whereas a molecular surface has it at best within one basin and after overall translations and rotations have been removed. The noise is the derivative of an error energy, which excludes computed forces that are not the gradient of the computed energy, as when the derivatives of the grid weights are neglected. The stationary points x and y are given, and their existence is assumed.

## Displacement from force balance

At y the total slope vanishes, so DE(y) = −De(y). At x we have DE(x) = 0. Stiffness between the two points gives

k‖x − y‖² ≤ DE(x)(x − y) − DE(y)(x − y) = De(y)(x − y) ≤ ε‖x − y‖.

If x ≠ y, dividing by k‖x − y‖ gives the bound. If x = y, the bound says 0 ≤ ε/k, which holds because ε bounds a norm.

## Energy error of second order in the noise

Fix y and z, write d = z − y, and consider

φ(t) = E(y + td) − t DE(y)(d) − t² (k/2)‖d‖²

φ′(t) = DE(y + td)(d) − DE(y)(d) − kt‖d‖².

For 0 < t < 1, stiffness between y + td and y reads

kt²‖d‖² ≤ t [DE(y + td)(d) − DE(y)(d)].

Dividing by t shows φ′(t) ≥ 0. Hence φ(0) ≤ φ(1), which is

E(y) + DE(y)(z − y) + (k/2)‖z − y‖² ≤ E(z).

With x as the base point and y as the end point, this gives E(x) ≤ E(y). With y as the base point and x as the end point, force balance and r = ‖x − y‖ give

E(y) − E(x) ≤ De(y)(x − y) − kr²/2 ≤ εr − kr²/2 = ε²/(2k) − (ε − kr)²/(2k) ≤ ε²/(2k).

## A spring that attains both bounds

Take E(x) = kx²/2 and e(x) = −εx with ε ≥ 0. The exact stationary point is 0. The noisy one solves kx − ε = 0, so it is ε/k, and the exact energy there is ε²/(2k).

## Soft and stiff modes

For normal coordinates q_i with force constants k_i, let E(q) = Σ_i k_i q_i²/2. Force balance along mode i reads k_i q_i = −∂e/∂q_i, so for k_i ≠ 0

q_i = −(∂e/∂q_i)/k_i,

with the derivative taken at the noisy stationary point. The displacement is measured from q_i = 0, the exact equilibrium value. If the same noise force f > 0 acts on every mode, then q_i = f/k_i, and of two modes with positive force constants the softer one moves further. In mass-weighted coordinates k_i is the squared angular frequency, so under equal forces in these coordinates a mode of one tenth the frequency moves a hundred times as far.

## A quartic mode, and a grid without noise

A strictly increasing slope is not enough for a displacement bound proportional to ε. Take E(x) = x⁴/4 and e(x) = −εx with ε > 0. The stationary point moves from 0 to ε^(1/3), and the ratio of this shift to ε grows without limit as ε → 0.

At the other end, put e = 0 and ε = 0. The displacement bound then says that any two stationary points of E coincide, so a surface of stiffness k > 0 has at most one.

## The Lean file

```lean
import Mathlib

open Finset

namespace GridNoiseGeometry

noncomputable section

variable {V : Type*} [NormedAddCommGroup V] [NormedSpace ℝ V]

/-- A geometry `x` is stationary for the energy `E` if the derivative of `E` at `x` exists and
vanishes. -/
def IsStationary (E : V → ℝ) (x : V) : Prop := HasFDerivAt E (0 : V →L[ℝ] ℝ) x

/-- The energy `E` is differentiable, and between any two geometries its slope along their
separation grows at least as fast as that of a spring with force constant `k`. -/
def Stiff (k : ℝ) (E : V → ℝ) : Prop :=
  Differentiable ℝ E ∧
    ∀ x y, k * ‖x - y‖ ^ 2 ≤ fderiv ℝ E x (x - y) - fderiv ℝ E y (x - y)

/-- The error energy `e` is differentiable and its force has norm at most `ε` everywhere. -/
def ForceNoise (ε : ℝ) (e : V → ℝ) : Prop :=
  Differentiable ℝ e ∧ ∀ x, ‖fderiv ℝ e x‖ ≤ ε

/-- At a stationary point of the noisy energy `E + e`, with `E` and `e` differentiable, the slope
of `E` is opposite to the slope of the noise. -/
theorem force_balance {E e : V → ℝ} {y : V} (hE : Differentiable ℝ E)
    (he : Differentiable ℝ e) (hy : IsStationary (E + e) y) :
    fderiv ℝ E y = -fderiv ℝ e y :=
  eq_neg_of_add_eq_zero_left
    (((hE y).hasFDerivAt.add (he y).hasFDerivAt).unique hy)

/-- For an energy of stiffness at least `k > 0` and force noise at most `ε`, stationary points of
the exact and the noisy energy lie at most `ε / k` apart. -/
theorem displacement_le {E e : V → ℝ} {k ε : ℝ} {x y : V} (hk : 0 < k)
    (hE : Stiff k E) (he : ForceNoise ε e)
    (hx : IsStationary E x) (hy : IsStationary (E + e) y) :
    ‖x - y‖ ≤ ε / k := by
  have hε : 0 ≤ ε := (norm_nonneg _).trans (he.2 y)
  have hs := hE.2 x y
  rw [HasFDerivAt.fderiv hx, force_balance hE.1 he.1 hy] at hs
  simp only [zero_apply, neg_apply] at hs
  -- the noise force does at most the work `ε ‖x - y‖`
  have hw : fderiv ℝ e y (x - y) ≤ ε * ‖x - y‖ :=
    (Real.le_norm_self _).trans (((fderiv ℝ e y).le_opNorm _).trans
      (mul_le_mul_of_nonneg_right (he.2 y) (norm_nonneg _)))
  rw [le_div_iff₀ hk]
  rcases (norm_nonneg (x - y)).eq_or_lt with h0 | hpos
  · rw [← h0, zero_mul]
    exact hε
  · refine le_of_mul_le_mul_right ?_ hpos
    nlinarith

/-- An energy of stiffness at least `k` lies above its tangent at `y` by at least the energy of a
spring with force constant `k`. -/
theorem spring_lower_bound {E : V → ℝ} {k : ℝ} (hE : Stiff k E) (y z : V) :
    E y + fderiv ℝ E y (z - y) + k / 2 * ‖z - y‖ ^ 2 ≤ E z := by
  -- subtract tangent and spring along the segment from `y` to `z`
  have hφ : ∀ t : ℝ, HasDerivAt
      (fun s : ℝ => E (y + s • (z - y)) -
        (s * fderiv ℝ E y (z - y) + s * s * (k / 2 * ‖z - y‖ ^ 2)))
      (fderiv ℝ E (y + t • (z - y)) (z - y) -
        (fderiv ℝ E y (z - y) + k * t * ‖z - y‖ ^ 2)) t := by
    intro t
    have hl : HasDerivAt (fun s : ℝ => y + s • (z - y)) (z - y) t := by
      simpa using ((hasDerivAt_id' t).smul_const (z - y)).const_add y
    have h1 : HasDerivAt (fun s : ℝ => E (y + s • (z - y)))
        (fderiv ℝ E (y + t • (z - y)) (z - y)) t :=
      (hE.1 (y + t • (z - y))).hasFDerivAt.comp_hasDerivAt t hl
    have h2 := ((hasDerivAt_id' t).mul_const (fderiv ℝ E y (z - y))).fun_add
      (((hasDerivAt_id' t).fun_mul (hasDerivAt_id' t)).mul_const (k / 2 * ‖z - y‖ ^ 2))
    exact (h1.fun_sub h2).congr_deriv (by ring)
  have hmono := monotoneOn_of_deriv_nonneg (convex_Icc (0 : ℝ) 1)
    (fun t _ => (hφ t).continuousAt.continuousWithinAt)
    (fun t _ => (hφ t).differentiableAt.differentiableWithinAt)
    (fun t ht => by
      rw [interior_Icc] at ht
      rw [(hφ t).deriv]
      have hs := hE.2 (y + t • (z - y)) y
      rw [add_sub_cancel_left, norm_smul, Real.norm_of_nonneg ht.1.le, map_smul, map_smul,
        smul_eq_mul, smul_eq_mul] at hs
      refine le_of_mul_le_mul_left ?_ ht.1
      nlinarith)
  have h01 := hmono (Set.left_mem_Icc.2 zero_le_one) (Set.right_mem_Icc.2 zero_le_one)
    zero_le_one
  have e0 : y + (0 : ℝ) • (z - y) = y := by simp
  have e1 : y + (1 : ℝ) • (z - y) = z := by simp
  simp only [e0, e1] at h01
  linarith

/-- For stiffness at least `k > 0` and force noise at most `ε`, the exact energy at a noisy
stationary point is never below that at the exact one, and exceeds it by at most `ε² / (2k)`. -/
theorem energy_error_le {E e : V → ℝ} {k ε : ℝ} {x y : V} (hk : 0 < k)
    (hE : Stiff k E) (he : ForceNoise ε e)
    (hx : IsStationary E x) (hy : IsStationary (E + e) y) :
    0 ≤ E y - E x ∧ E y - E x ≤ ε ^ 2 / (2 * k) := by
  constructor
  · have h := spring_lower_bound hE x y
    rw [HasFDerivAt.fderiv hx, zero_apply] at h
    have : 0 ≤ k / 2 * ‖y - x‖ ^ 2 := by positivity
    linarith
  · have h := spring_lower_bound hE y x
    rw [force_balance hE.1 he.1 hy, neg_apply] at h
    have hw : fderiv ℝ e y (x - y) ≤ ε * ‖x - y‖ :=
      (Real.le_norm_self _).trans (((fderiv ℝ e y).le_opNorm _).trans
        (mul_le_mul_of_nonneg_right (he.2 y) (norm_nonneg _)))
    have hd : E y - E x ≤ ε * ‖x - y‖ - k / 2 * ‖x - y‖ ^ 2 := by linarith
    -- complete the square in the displacement
    rw [le_div_iff₀ (by positivity)]
    nlinarith [sq_nonneg (ε - k * ‖x - y‖),
      mul_le_mul_of_nonneg_left hd (by positivity : 0 ≤ 2 * k)]

/-- The energy of a one-dimensional spring with force constant `k`. -/
def spring (k : ℝ) : ℝ → ℝ := fun x => k / 2 * x ^ 2

/-- The slope of the spring energy at extension `x` is `k x`. -/
theorem hasDerivAt_spring (k x : ℝ) : HasDerivAt (spring k) (k * x) x := by
  have h := ((hasDerivAt_id' x).fun_mul (hasDerivAt_id' x)).const_mul (k / 2)
  have hs : spring k = fun y => k / 2 * (y * y) := by
    funext t
    simp only [spring]
    ring
  rw [hs]
  exact h.congr_deriv (by ring)

/-- A spring with `k > 0` under a constant noise force `ε ≥ 0` attains both the displacement
`ε / k` and the energy error `ε² / (2k)`. -/
theorem bounds_attained {k ε : ℝ} (hk : 0 < k) (hε : 0 ≤ ε) :
    Stiff k (spring k) ∧ ForceNoise ε (fun x : ℝ => -ε * x) ∧
    IsStationary (spring k) 0 ∧ IsStationary (spring k + fun x : ℝ => -ε * x) (ε / k) ∧
    ‖0 - ε / k‖ = ε / k ∧ spring k (ε / k) - spring k 0 = ε ^ 2 / (2 * k) := by
  have hn : ∀ x : ℝ, HasDerivAt (fun x : ℝ => -ε * x) (-ε) x := fun x =>
    ((hasDerivAt_id' x).const_mul (-ε)).congr_deriv (mul_one _)
  refine ⟨⟨fun x => (hasDerivAt_spring k x).differentiableAt, fun x y => ?_⟩,
    ⟨fun x => (hn x).differentiableAt, fun x => ?_⟩, ?_, ?_, ?_, ?_⟩
  · rw [fderiv_eq_smul_deriv, fderiv_eq_smul_deriv, (hasDerivAt_spring k x).deriv,
      (hasDerivAt_spring k y).deriv, Real.norm_eq_abs, sq_abs, smul_eq_mul, smul_eq_mul]
    exact le_of_eq (by ring)
  · rw [← norm_deriv_eq_norm_fderiv, (hn x).deriv, norm_neg, Real.norm_of_nonneg hε]
  · exact (hasDerivAt_spring k 0).hasFDerivAt.congr_fderiv (by ext; simp)
  · have h0 : k * (ε / k) + -ε = 0 := by
      rw [mul_div_cancel₀ _ hk.ne', add_neg_cancel]
    exact (((hasDerivAt_spring k _).add (hn _)).congr_deriv h0).hasFDerivAt.congr_fderiv
      (by ext; simp)
  · rw [zero_sub, norm_neg, Real.norm_of_nonneg (div_nonneg hε hk.le)]
  · simp only [spring]
    field_simp
    ring

variable {ι : Type*} [Fintype ι]

/-- The harmonic energy in normal coordinates `q`, with force constant `k i` for mode `i`. -/
def harmonic (k : ι → ℝ) : (ι → ℝ) → ℝ := fun q => ∑ i, spring (k i) (q i)

/-- The linear form whose slope along mode `i` is `c i`. -/
def modeSlope (c : ι → ℝ) : (ι → ℝ) →L[ℝ] ℝ :=
  ∑ i, c i • ContinuousLinearMap.proj (R := ℝ) (φ := fun _ : ι => ℝ) i

/-- The slope of the harmonic energy along each mode is its force constant times its
coordinate. -/
theorem hasFDerivAt_harmonic (k q : ι → ℝ) :
    HasFDerivAt (harmonic k) (modeSlope fun i => k i * q i) q := by
  have h : ∀ i ∈ (Finset.univ : Finset ι),
      HasFDerivAt (fun p : ι → ℝ => spring (k i) (p i))
        ((k i * q i) • ContinuousLinearMap.proj (R := ℝ) (φ := fun _ : ι => ℝ) i) q := by
    intro i _
    have hp : HasFDerivAt (fun p : ι → ℝ => p i)
        (ContinuousLinearMap.proj (R := ℝ) (φ := fun _ : ι => ℝ) i) q :=
      (ContinuousLinearMap.proj (R := ℝ) (φ := fun _ : ι => ℝ) i).hasFDerivAt
    have hc := HasDerivAt.comp_hasFDerivAt q (hasDerivAt_spring (k i) (q i)) hp
    exact hc
  have hsum := HasFDerivAt.fun_sum h
  exact hsum

/-- At a stationary point of a harmonic energy with differentiable noise `e`, a mode with nonzero
force constant is displaced by the noise force along it divided by that force constant. -/
theorem mode_displacement [DecidableEq ι] {k q : ι → ℝ} {e : (ι → ℝ) → ℝ}
    (he : Differentiable ℝ e) (hq : IsStationary (harmonic k + e) q) (i : ι) (hk : k i ≠ 0) :
    q i = -fderiv ℝ e q (Pi.single i 1) / k i := by
  have hb := force_balance (fun p => (hasFDerivAt_harmonic k p).differentiableAt) he hq
  rw [(hasFDerivAt_harmonic k q).fderiv] at hb
  -- evaluate the force balance along mode `i`
  have hi := congrArg (fun L : (ι → ℝ) →L[ℝ] ℝ => L (Pi.single i 1)) hb
  have hm : modeSlope (fun j => k j * q j) (Pi.single i 1) = k i * q i := by
    simp [modeSlope, _root_.sum_apply, Pi.single_apply]
  simp only [hm, neg_apply] at hi
  rw [eq_div_iff hk, ← hi, mul_comm]

/-- If the same noise force `f > 0` acts on every mode of a harmonic energy, then of two modes
with positive force constants the softer one is displaced further. -/
theorem soft_mode_moves_more {k q : ι → ℝ} {f : ℝ} (hf : 0 < f)
    (hq : IsStationary (harmonic k + ⇑(modeSlope fun _ : ι => -f)) q) {i j : ι}
    (hi : 0 < k i) (hij : k i < k j) : |q j| < |q i| := by
  classical
  have hm : ∀ l, k l ≠ 0 → q l = f / k l := fun l hl => by
    rw [mode_displacement (modeSlope fun _ : ι => -f).differentiable hq l hl,
      ContinuousLinearMap.fderiv]
    simp [modeSlope, _root_.sum_apply, Pi.single_apply]
  have hj : 0 < k j := hi.trans hij
  rw [hm i hi.ne', hm j hj.ne', abs_of_pos (div_pos hf hj), abs_of_pos (div_pos hf hi)]
  exact div_lt_div_of_pos_left hf hi hij

end

end GridNoiseGeometry
```

```lean
#print axioms GridNoiseGeometry.displacement_le
#print axioms GridNoiseGeometry.energy_error_le
#print axioms GridNoiseGeometry.bounds_attained
#print axioms GridNoiseGeometry.soft_mode_moves_more
```

```
'GridNoiseGeometry.displacement_le' depends on axioms: [propext, Classical.choice, Quot.sound]
'GridNoiseGeometry.energy_error_le' depends on axioms: [propext, Classical.choice, Quot.sound]
'GridNoiseGeometry.bounds_attained' depends on axioms: [propext, Classical.choice, Quot.sound]
'GridNoiseGeometry.soft_mode_moves_more' depends on axioms: [propext, Classical.choice, Quot.sound]
```

## How the general bounds are proved

`force_balance` adds the derivatives of E and e at y and compares the sum with the zero derivative supplied by stationarity. Since a derivative is unique, the two are equal, and DE(y) = −De(y) follows.

In `displacement_le`, `hs` is the stiffness inequality, rewritten with DE(x) = 0 and the force balance. The step `hw` bounds De(y)(x − y) by ε‖x − y‖ through the operator norm. The proof then splits on whether ‖x − y‖ is zero, as above. In the positive case `le_of_mul_le_mul_right` cancels one factor of the distance, and `nlinarith` combines `hs` with `hw`.

`spring_lower_bound` is the argument with φ. The step `hφ` computes φ′ by the chain rule along the segment, and `monotoneOn_of_deriv_nonneg` turns φ′ ≥ 0 inside [0, 1] into monotonicity on the closed interval. The sign of φ′ comes from stiffness after the factor t has been cancelled by `le_of_mul_le_mul_left`. Comparing the end points gives the inequality.

`energy_error_le` uses that lemma twice, once from each stationary point. The term `sq_nonneg (ε - k * ‖x - y‖)` given to `nlinarith` is the completed square.

## How the spring and the modes are treated

`hasDerivAt_spring` gives the slope kx. `bounds_attained` collects six statements about one example: stiffness, the noise bound, the two stationary points, and the two equalities. For the spring the stiffness inequality is an equality, which `ring` confirms.

`modeSlope c` is the linear form v ↦ Σ_i c_i v_i, and `hasFDerivAt_harmonic` obtains the derivative of the harmonic energy by summing the spring derivatives. `mode_displacement` applies both sides of the force balance to `Pi.single i 1`, the unit displacement along mode i, which leaves k_i q_i on the left. Only the force constant of the mode in question has to be nonzero.

In `soft_mode_moves_more` the noise is the linear energy `modeSlope fun _ : ι => -f`. Its slope along each mode is −f, so the force is +f. The step `hm` derives q_l = f/k_l from the previous theorem, and `div_lt_div_of_pos_left` compares the two quotients.
